# Orthogonality and norms of the symmetric-gauge lowest-Landau-level states z^m exp(−|z|²/4)

The theorem `gauss_moment` states that for natural numbers a and b the function conj(z)^a z^b exp(−|z|²/2) is integrable over the complex plane, with integral 2π·2^a·a! when a = b and zero otherwise. Physically this is the overlap of the unnormalised single-particle lowest-Landau-level wave functions z^m exp(−|z|²/4) on the infinite plane, in symmetric gauge at magnetic length one, with the field direction chosen so that the polynomial factor is holomorphic in z. States with different m are orthogonal, and dividing each by √(2π·2^m·m!) normalises it. The attempt obtains integrability and the diagonal value from the radial integral `radial_moment`. For a ≠ b it picks a point u on the unit circle with conj(u)^a u^b = −1 and uses that rotation by u preserves the measure while reversing the integrand's sign, so the integral equals its own negative. The sign reversal needs the Gaussian to be unchanged under z ↦ uz, which the attempt leaves to `simp [gauss]`.

This version doesn't compile in Lean 4 with Mathlib:

```lean
import Mathlib

open Polynomial MeasureTheory ComplexConjugate
open scoped Real

namespace LowestLandauLevel

noncomputable section

/-- The weight `2^m m!` of the monomial `z^m`. -/
def weight (m : ℕ) : ℂ := 2 ^ m * (m.factorial : ℂ)

/-- The Gaussian density `exp(-|z|²/2)` of the lowest Landau level at magnetic length one. -/
def gauss (z : ℂ) : ℝ := Real.exp (-(1 / 2) * ‖z‖ ^ 2)

/-- The radial moments of the Gaussian density over the plane, in terms of the Gamma function. -/
theorem radial_moment (n : ℕ) : ∫ z : ℂ, ‖z‖ ^ n * gauss z =
    (2 * π / 2) * (1 / 2 : ℝ) ^ (-((n : ℝ) + 2) / 2) * Real.Gamma (((n : ℝ) + 2) / 2) := by
  have hn : (0 : ℝ) ≤ n := Nat.cast_nonneg n
  have h := Complex.integral_rpow_mul_exp_neg_mul_rpow (p := 2) (q := (n : ℝ)) (b := 1 / 2)
    (by norm_num) (by linarith) (by norm_num)
  simp only [Real.rpow_natCast, Real.rpow_two] at h
  exact h

/-- The Gaussian integral of `conj(z)^a z^b` converges; it is `2π 2^a a!` for `a = b` and
zero otherwise. -/
theorem gauss_moment (a b : ℕ) :
    Integrable (fun z : ℂ => conj z ^ a * z ^ b * (gauss z : ℂ)) ∧
    ∫ z : ℂ, conj z ^ a * z ^ b * (gauss z : ℂ) = if a = b then 2 * π * weight a else 0 := by
  constructor
  · have hr : Integrable (fun z : ℂ => ‖z‖ ^ (a + b) * gauss z) := by
      apply Integrable.of_integral_ne_zero
      rw [radial_moment]
      have hG := Real.Gamma_pos_of_pos (s := (((a + b : ℕ) : ℝ) + 2) / 2) (by positivity)
      have hpi := Real.pi_pos
      positivity
    have hg : Continuous gauss := by unfold gauss; fun_prop
    have hc : Continuous fun z : ℂ => conj z ^ a * z ^ b * (gauss z : ℂ) :=
      ((Complex.continuous_conj.pow a).mul (continuous_pow b)).mul
        (Complex.continuous_ofReal.comp hg)
    refine hr.mono' hc.aestronglyMeasurable (Filter.Eventually.of_forall fun z => ?_)
    have hpos : 0 ≤ gauss z := (Real.exp_pos _).le
    apply le_of_eq
    simp only [norm_mul, norm_pow, Complex.norm_conj, Complex.norm_real,
      Real.norm_of_nonneg hpos, pow_add]
  · split_ifs with hab
    · -- diagonal case: a radial integral
      subst hab
      have h : ∀ z : ℂ, conj z ^ a * z ^ a * (gauss z : ℂ)
          = ((‖z‖ ^ (2 * a) * gauss z : ℝ) : ℂ) := by
        intro z
        rw [← mul_pow, Complex.conj_mul']
        push_cast
        ring
      have e1 : -(((2 * a : ℕ) : ℝ) + 2) / 2 = -((a + 1 : ℕ) : ℝ) := by push_cast; ring
      have e2 : (((2 * a : ℕ) : ℝ) + 2) / 2 = (a : ℝ) + 1 := by push_cast; ring
      have e3 : ((1 / 2 : ℝ) ^ (a + 1))⁻¹ = 2 ^ (a + 1) := by rw [one_div, inv_pow, inv_inv]
      simp only [h]
      rw [integral_complex_ofReal, radial_moment, e1, e2, Real.Gamma_nat_eq_factorial,
        Real.rpow_neg (by norm_num), Real.rpow_natCast, e3]
      unfold weight
      push_cast
      ring
    · -- rotation by the angle `π / (b - a)` reverses the sign of the integrand
      have hne : (b : ℝ) - a ≠ 0 := sub_ne_zero.mpr (by exact_mod_cast (Ne.symm hab))
      obtain ⟨θ, hθ⟩ : ∃ θ : ℝ, θ * ((b : ℝ) - a) = π := ⟨π / (b - a), div_mul_cancel₀ _ hne⟩
      have hθ' : (θ : ℂ) * ((b : ℂ) - a) = π := by exact_mod_cast hθ
      obtain ⟨u, hu⟩ : ∃ u : Circle, conj (u : ℂ) ^ a * (u : ℂ) ^ b = -1 := by
        refine ⟨Circle.exp θ, ?_⟩
        rw [Circle.coe_exp, ← Complex.exp_conj, ← Complex.exp_nat_mul, ← Complex.exp_nat_mul,
          ← Complex.exp_add, ← Complex.exp_pi_mul_I]
        congr 1
        simp only [map_mul, Complex.conj_ofReal, Complex.conj_I]
        linear_combination Complex.I * hθ'
      obtain ⟨f, hf⟩ : ∃ f : ℂ → ℂ, f = fun z => conj z ^ a * z ^ b * (gauss z : ℂ) := ⟨_, rfl⟩
      have h : ∫ z, f (rotation u z) = ∫ z, f z :=
        (rotation u).measurePreserving.integral_comp
          (rotation u).toHomeomorph.measurableEmbedding f
      have hneg : ∀ z, f (rotation u z) = -f z := by
        intro z
        have hg : gauss ((u : ℂ) * z) = gauss z := by simp [gauss]
        simp only [hf, rotation_apply, hg, map_mul, mul_pow]
        linear_combination (conj z ^ a * z ^ b * (gauss z : ℂ)) * hu
      simp only [hneg, integral_neg] at h
      have h0 : ∫ z, f z = 0 := by linear_combination (-1 / 2 : ℂ) * h
      rw [hf] at h0
      exact h0

end

end LowestLandauLevel
```

The error:

```
Main.lean:81:51: error: unsolved goals
a b : ℕ
hab : ¬a = b
hne : ↑b - ↑a ≠ 0
θ : ℝ
hθ : θ * (↑b - ↑a) = π
hθ' : ↑θ * (↑b - ↑a) = ↑π
u : Circle
hu : (starRingEnd ℂ) ↑u ^ a * ↑u ^ b = -1
f : ℂ → ℂ
hf : f = fun z => (starRingEnd ℂ) z ^ a * z ^ b * ↑(gauss z)
h : ∫ (z : ℂ), f ((rotation u) z) = ∫ (z : ℂ), f z
z : ℂ
⊢ ‖↑u‖ * ‖z‖ = ‖z‖
```

Diagnosis. The single error is in `hg`, the claim `gauss (↑u * z) = gauss z`. The call `simp [gauss]` unfolded the definition, stripped the exponential, the factor −1/2 and the square from both sides, and split the norm of the product, leaving `‖↑u‖ * ‖z‖ = ‖z‖`. There it stopped: the factor `‖↑u‖` was never rewritten to 1, so the one fact that makes rotation invariance true, that a point of `Circle` has norm one in ℂ, went unused. The message shows this residue but not why `simp` did not find the fact.

The repair supplies it by hand. The new `hn : ‖(u : ℂ)‖ = 1` is proved by `Circle.norm_coe u`. Then `unfold gauss` exposes the norm `‖↑u * z‖` inside the exponent, `norm_mul` turns it into `‖↑u‖ * ‖z‖`, `hn` replaces the first factor by 1, and `one_mul` removes it. Both sides are now the same expression, and `rw` closes the goal by reflexivity. The statement of `hg` is unchanged, so the lines that use it stay as they were.

After these edits no error is left:

```diff
@@ -79,5 +79,8 @@
       have hneg : ∀ z, f (rotation u z) = -f z := by
         intro z
-        have hg : gauss ((u : ℂ) * z) = gauss z := by simp [gauss]
+        have hn : ‖(u : ℂ)‖ = 1 := Circle.norm_coe u
+        have hg : gauss ((u : ℂ) * z) = gauss z := by
+          unfold gauss
+          rw [norm_mul, hn, one_mul]
         simp only [hf, rotation_apply, hg, map_mul, mul_pow]
         linear_combination (conj z ^ a * z ^ b * (gauss z : ℂ)) * hu
```
